# The inverse squares of the odd positive integers sum to π²/8

The theorem `hasSum_odd` states that the series 1 + 1/9 + 1/25 + …, with terms 1/(2n + 1)² for n = 0, 1, 2, …, converges to π²/8. It is a statement about real numbers alone, with no physical model or assumption in it. The proof starts from Mathlib's `hasSum_zeta_two`, which gives π²/6 for the sum of all the inverse squares. It shows that the even terms carry a quarter of this, and obtains the odd part by subtraction.

As first written in Lean, the proof fails:

```lean
import Mathlib

open Filter Topology Real

namespace HasSumOdd

noncomputable section

/-- The inverse squares of the odd positive integers sum to `π²/8`. -/
theorem hasSum_odd : HasSum (fun n : ℕ => 1 / (2 * (n : ℝ) + 1) ^ 2) (π ^ 2 / 8) := by
  have h := hasSum_zeta_two
  -- the even terms carry a quarter of the full series
  have he : HasSum (fun k : ℕ => 1 / ((2 * k : ℕ) : ℝ) ^ 2) (1 / 4 * (π ^ 2 / 6)) := by
    convert h.mul_left (1 / 4) using 1
    funext k
    push_cast
    ring
  have ho : Summable (fun k : ℕ => 1 / ((2 * k + 1 : ℕ) : ℝ) ^ 2) :=
    h.summable.comp_injective (i := fun k : ℕ => 2 * k + 1)
      (fun a b hab => by simpa using hab)
  have hs := (HasSum.even_add_odd (f := fun n : ℕ => 1 / (n : ℝ) ^ 2) he ho.hasSum).unique h
  have e : ∑' k : ℕ, 1 / ((2 * k + 1 : ℕ) : ℝ) ^ 2 = π ^ 2 / 8 := by linarith
  have hf : (fun n : ℕ => 1 / (2 * (n : ℝ) + 1) ^ 2)
      = fun k : ℕ => 1 / ((2 * k + 1 : ℕ) : ℝ) ^ 2 := by
    funext k
    norm_num
  rw [hf, ← e]
  exact ho.hasSum

end

end HasSumOdd
```

The error:

```
Main.lean:15:4: error: Tactic `apply` failed: could not unify the conclusion of `@funext`
  ?f = ?g
with the goal
  instAddCommMonoid =
    CommRing.toNonUnitalCommRing.toNonUnitalNonAssocCommRing.toNonUnitalNonAssocSemiring.toAddCommMonoid

Note: The full type of `@funext` is
  ∀ {α : Sort ?u.103} {β : α → Sort ?u.102} {f g : (x : α) → β x}, (∀ (x : α), f x = g x) → f = g

case e'_3
h : HasSum (fun n => 1 / ↑n ^ 2) (π ^ 2 / 6)
⊢ instAddCommMonoid =
    CommRing.toNonUnitalCommRing.toNonUnitalNonAssocCommRing.toNonUnitalNonAssocSemiring.toAddCommMonoid
```

Diagnosis. The error is in the step for the even terms, `he`. There `convert h.mul_left (1 / 4) using 1` matches the goal against the scaled series and leaves as new goals the differences it can't close. The proof expects an equality of functions, but the goal that `funext k` meets is an equality between two additive structures: `instAddCommMonoid`, and one reached through a commutative ring. These are not functions of `k`, so `funext` can't be applied.

The repair states the equality of functions outright as `e` and proves it with the same three tactics, `funext k`, `push_cast` and `ring`. After `rw [e]`, the terms in the goal have the form that `h.mul_left (1 / 4)` provides, and `exact` closes it. The two additive structures are equal by definition, which `exact` can check by unfolding them, so they no longer appear as a separate goal.

The change, after which it compiles:

```diff
@@ -12,8 +12,11 @@
   -- the even terms carry a quarter of the full series
   have he : HasSum (fun k : ℕ => 1 / ((2 * k : ℕ) : ℝ) ^ 2) (1 / 4 * (π ^ 2 / 6)) := by
-    convert h.mul_left (1 / 4) using 1
-    funext k
-    push_cast
-    ring
+    have e : (fun k : ℕ => 1 / ((2 * k : ℕ) : ℝ) ^ 2)
+        = fun k : ℕ => 1 / 4 * (1 / (k : ℝ) ^ 2) := by
+      funext k
+      push_cast
+      ring
+    rw [e]
+    exact h.mul_left (1 / 4)
   have ho : Summable (fun k : ℕ => 1 / ((2 * k + 1 : ℕ) : ℝ) ^ 2) :=
     h.summable.comp_injective (i := fun k : ℕ => 2 * k + 1)
```
